# The three-point matrix of $-d^2/dr^2$ with Dirichlet ends on an increasing mesh: symmetric only for equal nodal weights, positive eigenvalues always

Let $n$ be the number of interior mesh points. The whole mesh is $r_0,\dots,r_{n+1}$, and functions vanish at its two ends. Counting starts at zero: an index $i$ of type `Fin n`, that is, one of $0,\dots,n-1$, denotes the interior point $r_{i+1}$.

## Mesh, spacings and weights

```lean
import Mathlib

open Finset

namespace NonuniformRadialMesh

noncomputable section

/-- The first `n + 2` points `r 0, ..., r (n + 1)` are strictly increasing. -/
def IsMesh (n : ℕ) (r : ℕ → ℝ) : Prop := ∀ k ≤ n, r k < r (k + 1)
```

`IsMesh n r` is a proposition about a real sequence `r`: $r_k<r_{k+1}$ for every $k\le n$. Entries after $r_{n+1}$ are unrestricted and play no role. Nothing requires $r_0=0$.

```lean
/-- The spacing between mesh points `k` and `k + 1`. -/
def spacing (r : ℕ → ℝ) (k : ℕ) : ℝ := r (k + 1) - r k
```

This is $h_k=r_{k+1}-r_k$.

```lean
/-- The weight of mesh point `k + 1`: the mean of the two adjacent spacings. -/
def weight (r : ℕ → ℝ) (k : ℕ) : ℝ := (spacing r k + spacing r (k + 1)) / 2
```

This is $w_k=(h_k+h_{k+1})/2$, the length of mesh that belongs to the point $r_{k+1}$. It is the weight of that point in the trapezoidal rule.

```lean
/-- Values at the `n` interior points, extended by zero to the boundary points. -/
def pad {n : ℕ} (u : Fin n → ℝ) : ℕ → ℝ
  | 0 => 0
  | k + 1 => if hk : k < n then u ⟨k, hk⟩ else 0
```

An interior function is a list $u_0,\dots,u_{n-1}$. Its padded version $\bar u$ has $\bar u_0=0$, $\bar u_{i+1}=u_i$ for $i<n$, and zero from $\bar u_{n+1}$ onwards. This is how the Dirichlet conditions enter.

```lean
/-- Extension by zero respects sums. -/
theorem pad_add {n : ℕ} (u v : Fin n → ℝ) (k : ℕ) :
    pad (u + v) k = pad u k + pad v k := by
  cases k with
  | zero => simp [pad]
  | succ k => by_cases hk : k < n <;> simp [pad, hk]

/-- Extension by zero respects multiplication by a number. -/
theorem pad_smul {n : ℕ} (c : ℝ) (u : Fin n → ℝ) (k : ℕ) :
    pad (c • u) k = c * pad u k := by
  cases k with
  | zero => simp [pad]
  | succ k => by_cases hk : k < n <;> simp [pad, hk]
```

Padding is linear: $\overline{u+v}=\bar u+\bar v$ and $\overline{cu}=c\,\bar u$. Both proofs treat the first point, the interior and the rest separately.

## The difference operator

```lean
/-- The three-point operator for minus the second derivative with zero boundary values;
its domain of use is a strictly increasing mesh (`IsMesh n r`). -/
def radialOp (n : ℕ) (r : ℕ → ℝ) : (Fin n → ℝ) →ₗ[ℝ] (Fin n → ℝ) where
  toFun u i := ((pad u ((i : ℕ) + 1) - pad u ((i : ℕ) + 2)) / spacing r ((i : ℕ) + 1)
    + (pad u ((i : ℕ) + 1) - pad u (i : ℕ)) / spacing r (i : ℕ)) / weight r (i : ℕ)
  map_add' u v := by
    ext i
    simp only [pad_add, Pi.add_apply]
    ring
  map_smul' c u := by
    ext i
    simp only [pad_smul, Pi.smul_apply, smul_eq_mul, RingHom.id_apply]
    ring
```

The arrow `→ₗ[ℝ]` denotes a real linear map. The field `toFun` gives the formula, and the other two fields prove linearity. In ordinary notation,

$$(Au)_i=\frac1{w_i}\left[\frac{\bar u_{i+1}-\bar u_{i+2}}{h_{i+1}}+\frac{\bar u_{i+1}-\bar u_i}{h_i}\right].$$

The bracket is the slope on the left of the point minus the slope on its right, so $A$ approximates $-d^2/dr^2$. If $r_0=0$, then $(\hbar^2/2m)A$ is the discretised kinetic operator for the s-states of a particle of mass $m$, with radial function $u=rR$, confined to a sphere of radius $r_{n+1}$ on whose surface $u$ vanishes. There is no potential or centrifugal term, and the theorems say nothing about convergence as the mesh is refined.

```lean
/-- On a strictly increasing mesh every interior point has positive weight. -/
theorem weight_pos {n : ℕ} {r : ℕ → ℝ} (hr : IsMesh n r) {k : ℕ} (hk : k < n) :
    0 < weight r k := by
  have h1 := hr k (by omega)
  have h2 := hr (k + 1) (by omega)
  simp only [weight, spacing]
  linarith
```

The text before the final colon lists the assumptions, here a mesh and an index $k<n$, and the text after it is the claim $w_k>0$. It holds because $h_k$ and $h_{k+1}$ are both positive.

## From differences to an energy

```lean
/-- Summation by parts for a sequence `V` that vanishes at the first point. -/
theorem summation_by_parts (U V h : ℕ → ℝ) (hV : V 0 = 0) (n : ℕ) :
    ∑ k ∈ range n, V (k + 1) * ((U (k + 1) - U (k + 2)) / h (k + 1)
        + (U (k + 1) - U k) / h k)
      = ∑ k ∈ range (n + 1), (U (k + 1) - U k) * (V (k + 1) - V k) / h k
        - V (n + 1) * (U (n + 1) - U n) / h n := by
  induction n with
  | zero =>
    simp only [range_zero, sum_empty, zero_add, sum_range_one, hV]
    ring
  | succ n ih =>
    rw [sum_range_succ, ih, sum_range_succ _ (n + 1)]
    ring
```

Write $d_k=(U_{k+1}-U_k)/h_k$. The bracket in the sum is $d_k-d_{k+1}$. Shifting the index in the second part and using $V_0=0$ gives

$$\sum_{k=0}^{n-1}V_{k+1}(d_k-d_{k+1})=\sum_{k=0}^{n-1}V_{k+1}d_k-\sum_{k=0}^{n}V_kd_k=\sum_{k=0}^{n}(V_{k+1}-V_k)d_k-V_{n+1}d_n .$$

Lean proves the same identity by induction on $n$. Adding one point changes both sides by $V_{n+1}(d_n-d_{n+1})$, which `ring` confirms.

```lean
/-- On a strictly increasing mesh, the weighted matrix element of the operator is the sum of
products of differences divided by the spacings. -/
theorem weighted_green {n : ℕ} {r : ℕ → ℝ} (hr : IsMesh n r) (u v : Fin n → ℝ) :
    ∑ i : Fin n, weight r i * (v i * radialOp n r u i)
      = ∑ k ∈ range (n + 1),
          (pad u (k + 1) - pad u k) * (pad v (k + 1) - pad v k) / spacing r k := by
  have key := summation_by_parts (pad u) (pad v) (spacing r) rfl n
  have hv : pad v (n + 1) = 0 := by simp [pad]
  rw [hv, zero_mul, zero_div, sub_zero] at key
  rw [← key, Finset.sum_range]
  refine Finset.sum_congr rfl fun i _ => ?_
  have hvi : pad v ((i : ℕ) + 1) = v i := by simp [pad]
  have aux : ∀ w a X : ℝ, w ≠ 0 → w * (a * (X / w)) = a * X := by
    intro w a X hw
    field_simp
  rw [hvi]
  exact aux _ _ _ (weight_pos hr i.isLt).ne'
```

Apply the identity to $\bar u$ and $\bar v$. The boundary term disappears because $\bar v_{n+1}=0$, and the weight $w_i$ cancels the $1/w_i$ in $A$:

$$\sum_{i=0}^{n-1}w_i\,v_i(Au)_i=\sum_{k=0}^{n}\frac{(\bar u_{k+1}-\bar u_k)(\bar v_{k+1}-\bar v_k)}{h_k}.$$

This is the discrete form of $-\int v\,u''\,dr=\int v'u'\,dr$. In the proof, `aux` is the cancellation of the weight, which needs $w_i\neq0$.

```lean
/-- On a strictly increasing mesh the operator is symmetric in the weighted inner product. -/
theorem weighted_symm {n : ℕ} {r : ℕ → ℝ} (hr : IsMesh n r) (u v : Fin n → ℝ) :
    ∑ i : Fin n, weight r i * (v i * radialOp n r u i)
      = ∑ i : Fin n, weight r i * (u i * radialOp n r v i) := by
  rw [weighted_green hr, weighted_green hr]
  exact Finset.sum_congr rfl fun k _ => by ring
```

The right-hand side above does not change when $u$ and $v$ are exchanged. Hence $A$ is symmetric in the weighted inner product $\langle v,u\rangle_w=\sum_i w_iv_iu_i$.

```lean
/-- On a strictly increasing mesh the weighted energy of a nonzero function is positive. -/
theorem energy_pos {n : ℕ} {r : ℕ → ℝ} (hr : IsMesh n r) {u : Fin n → ℝ} (hu : u ≠ 0) :
    0 < ∑ i : Fin n, weight r i * (u i * radialOp n r u i) := by
  rw [weighted_green hr]
  have hs : ∀ k ≤ n, 0 < spacing r k := fun k hk => sub_pos.2 (hr k hk)
  have hn : ∀ k ∈ range (n + 1),
      0 ≤ (pad u (k + 1) - pad u k) * (pad u (k + 1) - pad u k) / spacing r k :=
    fun k hk => div_nonneg (mul_self_nonneg _)
      (hs k (Nat.lt_succ_iff.1 (mem_range.1 hk))).le
  refine lt_of_le_of_ne (sum_nonneg hn) fun h0 => hu ?_
  have hz := (Finset.sum_eq_zero_iff_of_nonneg hn).1 h0.symm
  -- zero differences carry the boundary value zero through the mesh
  have hp : ∀ k, k ≤ n → pad u k = 0 := by
    intro k
    induction k with
    | zero => intro _; rfl
    | succ k ih =>
      intro hk
      rcases div_eq_zero_iff.1 (hz k (mem_range.2 (by omega))) with h | h
      · have h1 := mul_self_eq_zero.1 h
        linarith [ih (by omega)]
      · exact absurd h (hs k (by omega)).ne'
  funext i
  have h := hp ((i : ℕ) + 1) i.isLt
  simpa [pad] using h
```

For $v=u$ the form is $\sum_k(\bar u_{k+1}-\bar u_k)^2/h_k\ge0$. If it is zero, every term is zero, so all differences vanish. Starting from $\bar u_0=0$, every value is then zero, which contradicts $u\ne0$. In the code, `hz` says that each term vanishes, and the induction `hp` carries the zero along the mesh.

The ordering of the points matters here. Take $n=1$ and $r=(0,2,1)$, so that $h_0=2$, $h_1=-1$ and $w_0=\tfrac12$. Then $A$ is the number $(1/h_1+1/h_0)/w_0=(-1+\tfrac12)/\tfrac12=-1$, a negative eigenvalue. Distinct points with positive weights are therefore not enough for positivity.

## Equal weights and a symmetric matrix

```lean
/-- All interior points have the same weight exactly when every spacing equals the next
but one. -/
theorem weights_equal_iff_alternating {n : ℕ} {r : ℕ → ℝ} :
    (∀ i j : Fin n, weight r i = weight r j) ↔
      ∀ k, k + 1 < n → spacing r k = spacing r (k + 2) := by
  constructor
  · intro h k hk
    have e := h ⟨k, by omega⟩ ⟨k + 1, hk⟩
    change (spacing r k + spacing r (k + 1)) / 2
      = (spacing r (k + 1) + spacing r (k + 2)) / 2 at e
    linarith
  · intro h
    have hall : ∀ k, k < n → weight r k = weight r 0 := by
      intro k
      induction k with
      | zero => intro _; rfl
      | succ k ih =>
        intro hk
        have e := h k hk
        rw [← ih (by omega)]
        change (spacing r (k + 1) + spacing r (k + 2)) / 2
          = (spacing r k + spacing r (k + 1)) / 2
        linarith
    intro i j
    rw [hall i i.isLt, hall j j.isLt]
```

Since $w_{k+1}-w_k=(h_{k+2}-h_k)/2$, neighbouring weights agree exactly when $h_k=h_{k+2}$. An induction then links every weight to $w_0$. Spacings that alternate between two values, $a,b,a,b,\dots$, therefore qualify, and the mesh need not be uniform. For $n=2$ the condition is just $h_0=h_2$; for $n\le1$ there is nothing to satisfy.

```lean
/-- On a strictly increasing mesh the matrix of the operator is symmetric exactly when all
interior points have the same weight. -/
theorem symmetric_iff_weights_equal {n : ℕ} {r : ℕ → ℝ} (hr : IsMesh n r) :
    (LinearMap.toMatrix' (radialOp n r)).IsSymm ↔ ∀ i j : Fin n, weight r i = weight r j := by
  have hM : ∀ i j, LinearMap.toMatrix' (radialOp n r) i j
      = radialOp n r (Pi.single j 1) i := by
    intro i j
    rw [← LinearMap.toMatrix'_mulVec, Matrix.mulVec_single_one]
    rfl
  -- weighted symmetry, tested on unit vectors
  have bal : ∀ i j : Fin n, weight r i * radialOp n r (Pi.single j 1) i
      = weight r j * radialOp n r (Pi.single i 1) j := by
    intro i j
    simpa [Pi.single_apply] using weighted_symm hr (Pi.single j 1) (Pi.single i 1)
  constructor
  · intro hS
    refine weights_equal_iff_alternating.2 fun k hk => ?_
    have hk' : k < n := by omega
    have b := bal ⟨k + 1, hk⟩ ⟨k, hk'⟩
    have s := hS.apply ⟨k, hk'⟩ ⟨k + 1, hk⟩
    rw [hM, hM] at s
    rw [← s] at b
    -- neighbouring points are coupled
    have hval : radialOp n r (Pi.single ⟨k, hk'⟩ 1) ⟨k + 1, hk⟩
        = (-1 / spacing r (k + 1)) / weight r (k + 1) := by
      have hk2 : ¬ (k + 1 + 1 = k) := by omega
      simp [radialOp, pad, hk', hk2]
    have hsp : spacing r (k + 1) ≠ 0 := (sub_pos.2 (hr (k + 1) (by omega))).ne'
    have hne : radialOp n r (Pi.single ⟨k, hk'⟩ 1) ⟨k + 1, hk⟩ ≠ 0 := by
      rw [hval]
      exact div_ne_zero (div_ne_zero (by norm_num) hsp) (weight_pos hr hk).ne'
    have e : weight r (k + 1) = weight r k := mul_right_cancel₀ hne b
    change (spacing r (k + 1) + spacing r (k + 2)) / 2
      = (spacing r k + spacing r (k + 1)) / 2 at e
    linarith
  · intro h
    refine Matrix.IsSymm.ext fun i j => ?_
    rw [hM, hM]
    have b := bal j i
    rw [h j i] at b
    exact mul_left_cancel₀ (weight_pos hr i.isLt).ne' b
```

`LinearMap.toMatrix'` gives the matrix of $A$ in the standard basis, with entries $A_{ij}=(Ae_j)_i$, where $e_j$ is one at index $j$ and zero elsewhere; in Lean this vector is `Pi.single j 1`. `IsSymm` means that the matrix equals its transpose. The theorem says that this happens exactly when all $w_i$ are equal.

Putting $u=e_j$ and $v=e_i$ into the weighted symmetry gives the balance relation, called `bal` in the code:

$$w_iA_{ij}=w_jA_{ji}.$$

Suppose first that the matrix is symmetric. For the neighbours $k$ and $k+1$ the relation reads $w_{k+1}A_{k+1,k}=w_kA_{k,k+1}$, and the two entries are equal. They are also nonzero, because

$$A_{k+1,k}=-\frac1{h_{k+1}w_{k+1}},$$

which is the step `hval`. Cancelling them gives $w_{k+1}=w_k$, hence $h_k=h_{k+2}$, and the preceding theorem extends this to all weights. Conversely, if the weights are equal, the common positive factor cancels from the balance relation and leaves $A_{ij}=A_{ji}$.

## A real eigenbasis on every increasing mesh

```lean
/-- On every strictly increasing mesh the operator has a real eigenbasis with positive
eigenvalues, orthonormal in the inner product weighted by the mesh. -/
theorem exists_weighted_eigenbasis {n : ℕ} {r : ℕ → ℝ} (hr : IsMesh n r) :
    ∃ (b : Module.Basis (Fin n) ℝ (Fin n → ℝ)) (μ : Fin n → ℝ),
      (∀ k, 0 < μ k ∧ radialOp n r (b k) = μ k • b k) ∧
      ∀ k l, ∑ i : Fin n, weight r i * (b k i * b l i) = if k = l then 1 else 0 := by
  have hex : ∀ i : Fin n, ∃ t : ℝ, t ≠ 0 ∧ weight r i * (t * t) = 1 := by
    intro i
    have h := weight_pos hr i.isLt
    refine ⟨(Real.sqrt (weight r i))⁻¹, inv_ne_zero (Real.sqrt_pos.2 h).ne', ?_⟩
    rw [← mul_inv, Real.mul_self_sqrt h.le, mul_inv_cancel₀ h.ne']
  choose t ht0 ht using hex
  -- this rescaling maps the Euclidean to the weighted inner product
  obtain ⟨S, hS⟩ : ∃ S : EuclideanSpace ℝ (Fin n) ≃ₗ[ℝ] (Fin n → ℝ),
      ∀ x i, S x i = t i * x.ofLp i :=
    ⟨(WithLp.linearEquiv 2 ℝ (Fin n → ℝ)).trans (LinearEquiv.piCongrRight fun i =>
      LinearEquiv.smulOfNeZero ℝ ℝ (t i) (ht0 i)), fun _ _ => rfl⟩
  have hin : ∀ x y : EuclideanSpace ℝ (Fin n),
      inner ℝ x y = ∑ i : Fin n, weight r i * (S x i * S y i) := by
    intro x y
    rw [PiLp.inner_apply]
    refine Finset.sum_congr rfl fun i _ => ?_
    have e : weight r i * (t i * x.ofLp i * (t i * y.ofLp i)) = x.ofLp i * y.ofLp i := by
      linear_combination x.ofLp i * y.ofLp i * ht i
    rw [hS, hS, e]
    simp [mul_comm]
  obtain ⟨T, hT⟩ : ∃ T : EuclideanSpace ℝ (Fin n) →ₗ[ℝ] EuclideanSpace ℝ (Fin n),
      ∀ x, S (T x) = radialOp n r (S x) :=
    ⟨S.symm.toLinearMap ∘ₗ radialOp n r ∘ₗ S.toLinearMap, fun x => by simp⟩
  have hsym : T.IsSymmetric := by
    intro x y
    rw [hin, hin, hT, hT, ← weighted_symm hr (S x) (S y)]
    exact Finset.sum_congr rfl fun i _ => by ring
  -- spectral theorem for the rescaled operator
  obtain ⟨B, μ, hB⟩ : ∃ (B : OrthonormalBasis (Fin n) ℝ (EuclideanSpace ℝ (Fin n)))
      (μ : Fin n → ℝ), ∀ k, T (B k) = μ k • B k :=
    ⟨hsym.eigenvectorBasis finrank_euclideanSpace_fin,
      hsym.eigenvalues finrank_euclideanSpace_fin,
      fun k => hsym.apply_eigenvectorBasis finrank_euclideanSpace_fin k⟩
  obtain ⟨b, hb⟩ : ∃ b : Module.Basis (Fin n) ℝ (Fin n → ℝ), ∀ k, b k = S (B k) :=
    ⟨B.toBasis.map S, fun k => by simp⟩
  have ho : ∀ k l, ∑ i : Fin n, weight r i * (b k i * b l i) = if k = l then 1 else 0 := by
    intro k l
    simp only [hb]
    rw [← hin (B k) (B l)]
    exact orthonormal_iff_ite.1 B.orthonormal k l
  have he : ∀ k, radialOp n r (b k) = μ k • b k := by
    intro k
    rw [hb, ← hT, hB, map_smul]
  refine ⟨b, μ, fun k => ⟨?_, he k⟩, ho⟩
  -- the energy of a normalised eigenvector is its eigenvalue
  have h := energy_pos hr (b.ne_zero k)
  have e : ∑ i : Fin n, weight r i * (b k i * radialOp n r (b k) i)
      = μ k * ∑ i : Fin n, weight r i * (b k i * b k i) := by
    rw [he k, Finset.mul_sum]
    refine Finset.sum_congr rfl fun i _ => ?_
    simp only [Pi.smul_apply, smul_eq_mul]
    ring
  rwa [e, ho, if_pos rfl, mul_one] at h

end

end NonuniformRadialMesh
```

The symbol `∃` introduces what is claimed to exist: a basis $b_0,\dots,b_{n-1}$ of the space of interior functions and real numbers $\mu_0,\dots,\mu_{n-1}$ with

$$\mu_k>0,\qquad Ab_k=\mu_kb_k,\qquad \sum_{i=0}^{n-1}w_i\,(b_k)_i(b_l)_i=\delta_{kl}.$$

Because the eigenvectors form a full basis, $A$ has no eigenvalues other than the $\mu_k$.

The argument removes the weights by a change of variables. Set $t_i=w_i^{-1/2}$ and $(Sx)_i=t_ix_i$. Since $w_it_i^2=1$,

$$\sum_i x_iy_i=\sum_i w_i(Sx)_i(Sy)_i,$$

so $S$ carries the ordinary Euclidean inner product to the weighted one; this is `hin`. The transformed operator $T=S^{-1}AS$ has entries $T_{ij}=\sqrt{w_i}\,A_{ij}/\sqrt{w_j}$. Weighted symmetry of $A$ becomes ordinary symmetry of $T$, which is `hsym`.

Mathlib's spectral theorem for symmetric operators now supplies an orthonormal basis $B_k$ with $TB_k=\mu_kB_k$. Setting $b_k=SB_k$ gives

$$Ab_k=ASB_k=STB_k=\mu_kb_k,$$

and orthonormality is carried over by `hin`. These two facts are `he` and `ho`. Finally, the normalisation of $b_k$ and the positive energy give

$$0<\sum_i w_i(b_k)_i(Ab_k)_i=\mu_k\sum_i w_i(b_k)_i^2=\mu_k .$$

For a one-electron radial calculation on a finite mesh with this stencil, an asymmetric kinetic matrix thus does not signal complex or negative kinetic eigenvalues. The matrix $T$ has the same eigenvalues and can be given to a symmetric eigensolver.

```lean
#print axioms NonuniformRadialMesh.symmetric_iff_weights_equal
-- 'NonuniformRadialMesh.symmetric_iff_weights_equal' depends on axioms: [propext, Classical.choice, Quot.sound]
#print axioms NonuniformRadialMesh.exists_weighted_eigenbasis
-- 'NonuniformRadialMesh.exists_weighted_eigenbasis' depends on axioms: [propext, Classical.choice, Quot.sound]
```
